# A straight path between two Hamiltonian–overlap matrix pairs never dips below the lower endpoint ground energy

In a basis of atomic orbitals, a one-electron Hamiltonian for a molecule becomes a matrix $H$, the overlaps of the orbitals form a matrix $S$, and the approximate one-electron energies solve $Hv=ESv$. Both matrices change when the nuclei move. Suppose we interpolate both linearly between two geometries: can the lowest energy fall below both endpoint values? For Hermitian $H$ and positive definite $S$ it can't. In finite-basis electronic structure, this bounds from below the energies of the interpolated matrices, which generally differ from the true matrices at intermediate geometries.

## Energies in a non-orthogonal basis

```lean
import Mathlib

open Matrix
open scoped ComplexOrder

namespace GeneralizedGroundEnergy

noncomputable section

variable {n : Type*} [Fintype n]
```

The finite type `n` labels the basis functions. The opened `ComplexOrder` lets Lean compare complex numbers: $z\le w$ means that the real parts are so ordered and the imaginary parts agree.

```lean
/-- The real part of the quadratic form `v† A v`. -/
def expect (A : Matrix n n ℂ) (v : n → ℂ) : ℝ := (star v ⬝ᵥ A *ᵥ v).re
```

Write $\langle A\rangle_v=\operatorname{Re}(v^\dagger Av)$. The vector need not be normalised; for Hermitian $H$, positive definite $S$ and $v\ne0$, the mean energy of the state is $\langle H\rangle_v/\langle S\rangle_v$.

```lean
/-- The real generalized eigenvalues `E` of the pair `(H, S)`: `H v = E S v` for some `v ≠ 0`. -/
def genEnergies (H S : Matrix n n ℂ) : Set ℝ :=
  {E | ∃ v : n → ℂ, v ≠ 0 ∧ H *ᵥ v = E • (S *ᵥ v)}
```

This is the set of real $E$ for which $Hv=ESv$ has a non-zero solution. The symbol `*ᵥ` applies a matrix to a vector, and `•` multiplies by a scalar.

```lean
/-- The infimum of the real generalized eigenvalues of the pair `(H, S)`. -/
def groundEnergy (H S : Matrix n n ℂ) : ℝ := sInf (genEnergies H S)
```

The ground energy, written $\varepsilon(H,S)$ below, is the infimum of that set. For Hermitian $H$, positive definite $S$ and a non-empty basis, `groundEnergy_spec` will show that it is an attained minimum.

Another model would take the lowest eigenvalue of $S^{-1/2}HS^{-1/2}$. That matrix carries the whole spectrum with multiplicities, but with a varying overlap it is generally not linear in the coupling, so the mixing argument below does not apply to it directly.

```lean
/-- The straight path `(1 - t) A + t B` with coupling `t`. -/
def path (A B : Matrix n n ℂ) (t : ℝ) : Matrix n n ℂ := (1 - t) • A + t • B
```

For a coupling $t$, set $A_t=(1-t)A+tB$. The theorems restrict $t$; the definition does not.

## Quadratic forms along the path

```lean
lemma expect_path (A B : Matrix n n ℂ) (t : ℝ) (v : n → ℂ) :
    expect (path A B t) v = (1 - t) * expect A v + t * expect B v := by
  simp only [expect, path, Matrix.add_mulVec, Matrix.smul_mulVec, dotProduct_add,
    dotProduct_smul, Complex.add_re, Complex.smul_re, smul_eq_mul]
```

The form is linear in the matrix: $\langle A_t\rangle_v=(1-t)\langle A\rangle_v+t\langle B\rangle_v$.

```lean
lemma expect_of_eigen {H S : Matrix n n ℂ} {E : ℝ} {v : n → ℂ}
    (h : H *ᵥ v = E • (S *ᵥ v)) : expect H v = E * expect S v := by
  simp only [expect, h, dotProduct_smul, Complex.smul_re, smul_eq_mul]
```

If $Hv=ESv$, multiplying by $v^\dagger$ gives $\langle H\rangle_v=E\langle S\rangle_v$.

```lean
lemma expect_pos {S : Matrix n n ℂ} (hS : S.PosDef) {v : n → ℂ} (hv : v ≠ 0) :
    0 < expect S v :=
  (Complex.lt_def.mp (hS.dotProduct_mulVec_pos hv)).1
```

A positive definite $S$ gives every non-zero vector a positive squared norm $\langle S\rangle_v$.

```lean
lemma im_eq_zero {A : Matrix n n ℂ} (hA : A.IsHermitian) (v : n → ℂ) :
    (star v ⬝ᵥ A *ᵥ v).im = 0 := by
  have h : star v ⬝ᵥ A *ᵥ v = star (star v ⬝ᵥ A *ᵥ v) := by
    conv_lhs => rw [Matrix.star_dotProduct, Matrix.star_mulVec, hA.eq, ← Matrix.dotProduct_mulVec]
  have h2 : (star v ⬝ᵥ A *ᵥ v).im = -(star v ⬝ᵥ A *ᵥ v).im := congrArg Complex.im h
  linarith
```

For Hermitian $A$, the number $v^\dagger Av$ equals its own conjugate, so its imaginary part vanishes.

```lean
omit [Fintype n] in
lemma path_isHermitian {A B : Matrix n n ℂ} (hA : A.IsHermitian) (hB : B.IsHermitian) (t : ℝ) :
    (path A B t).IsHermitian := by
  change ((1 - t) • A + t • B)ᴴ = (1 - t) • A + t • B
  rw [Matrix.conjTranspose_add, Matrix.conjTranspose_smul, Matrix.conjTranspose_smul,
    hA.eq, hB.eq, star_trivial, star_trivial]
```

Real combinations of Hermitian matrices are Hermitian, here for any real $t$.

```lean
lemma path_posDef {A B : Matrix n n ℂ} (hA : A.PosDef) (hB : B.PosDef) {t : ℝ}
    (h0 : 0 ≤ t) (h1 : t ≤ 1) : (path A B t).PosDef := by
  have hh := path_isHermitian hA.isHermitian hB.isHermitian t
  refine Matrix.posDef_iff_dotProduct_mulVec.mpr ⟨hh, fun v hv => ?_⟩
  refine Complex.lt_def.mpr ⟨?_, (im_eq_zero hh v).symm⟩
  change 0 < expect (path A B t) v
  rw [expect_path]
  have a := expect_pos hA hv
  have b := expect_pos hB hv
  rcases h0.eq_or_lt with h | h
  · rw [← h]; linarith
  · have := mul_pos h b
    have := mul_nonneg (sub_nonneg.2 h1) a.le
    linarith
```

For $0\le t\le1$ the mixed matrix is also positive definite. At $t=0$ the form is $\langle A\rangle_v>0$; for $t>0$, $t\langle B\rangle_v$ is positive and $(1-t)\langle A\rangle_v$ is non-negative.

## From a variational bound to an eigenvector

```lean
/-- For Hermitian `H` and `S`, if `⟨H⟩ ≥ μ⟨S⟩` for all vectors, a vector that attains equality
solves `H v = μ S v`. -/
theorem eigen_of_touching {H S : Matrix n n ℂ} (hH : H.IsHermitian) (hS : S.IsHermitian)
    {μ : ℝ} (hb : ∀ w, μ * expect S w ≤ expect H w) {v : n → ℂ}
    (hv : expect H v = μ * expect S v) : H *ᵥ v = μ • (S *ᵥ v) := by
  have hA : (H - μ • S).IsHermitian := by
    change (H - μ • S)ᴴ = H - μ • S
    rw [Matrix.conjTranspose_sub, Matrix.conjTranspose_smul, hH.eq, hS.eq, star_trivial]
  have he : ∀ w, (star w ⬝ᵥ (H - μ • S) *ᵥ w).re = expect H w - μ * expect S w := fun w => by
    simp only [expect, Matrix.sub_mulVec, Matrix.smul_mulVec, dotProduct_sub,
      dotProduct_smul, Complex.sub_re, Complex.smul_re, smul_eq_mul]
  have hp : (H - μ • S).PosSemidef := by
    refine Matrix.PosSemidef.of_dotProduct_mulVec_nonneg hA fun w => ?_
    refine Complex.le_def.mpr ⟨?_, (im_eq_zero hA w).symm⟩
    rw [he, Complex.zero_re]
    linarith [hb w]
  -- a positive semidefinite form vanishes only on the kernel
  have hz : star v ⬝ᵥ (H - μ • S) *ᵥ v = 0 :=
    Complex.ext (by rw [he, hv, sub_self, Complex.zero_re]) (im_eq_zero hA v)
  have hk := (hp.dotProduct_mulVec_zero_iff v).1 hz
  rw [Matrix.sub_mulVec, Matrix.smul_mulVec] at hk
  exact sub_eq_zero.1 hk
```

Let $H$ and $S$ be Hermitian, and suppose $\mu\langle S\rangle_w\le\langle H\rangle_w$ for all $w$, with equality at $v$. Then $K=H-\mu S$ is positive semidefinite and $v^\dagger Kv=0$. Writing $K=B^\dagger B$ gives $\|Bv\|^2=0$, hence $Kv=0$, that is, $Hv=\mu Sv$. Lean builds semidefiniteness in `hp` and takes the last step from Mathlib's `dotProduct_mulVec_zero_iff`.

```lean
lemma continuous_expect (A : Matrix n n ℂ) : Continuous (expect A) := by
  have h : Continuous fun v : n → ℂ => star v ⬝ᵥ A *ᵥ v := by
    simp only [dotProduct, Matrix.mulVec, Pi.star_apply]
    fun_prop
  exact Complex.continuous_re.comp h
```

The form is continuous in $v$, being a polynomial in the components and their conjugates.

```lean
lemma expect_smul (A : Matrix n n ℂ) (c : ℝ) (v : n → ℂ) :
    expect A (c • v) = c ^ 2 * expect A v := by
  simp only [expect, Matrix.mulVec_smul, star_smul, star_trivial, smul_dotProduct,
    dotProduct_smul, Complex.smul_re, smul_eq_mul]
  ring
```

For real $c$, $\langle A\rangle_{cv}=c^2\langle A\rangle_v$.

```lean
variable [Nonempty n]

/-- For positive definite `S`, the Rayleigh quotient `⟨H⟩/⟨S⟩` attains its minimum `μ`. -/
theorem exists_rayleigh_min (H : Matrix n n ℂ) {S : Matrix n n ℂ} (hS : S.PosDef) :
    ∃ (μ : ℝ) (v : n → ℂ), v ≠ 0 ∧ expect H v = μ * expect S v ∧
      ∀ w, μ * expect S w ≤ expect H w := by
  have hne : ∀ v ∈ Metric.sphere (0 : n → ℂ) 1, v ≠ 0 := fun v hv h => by
    simp [h] at hv
  obtain ⟨v, hv, hmin⟩ := (isCompact_sphere (0 : n → ℂ) 1).exists_isMinOn
    ((NormedSpace.sphere_nonempty (E := n → ℂ)).2 zero_le_one)
    ((continuous_expect H).continuousOn.div (continuous_expect S).continuousOn
      fun v hv => (expect_pos hS (hne v hv)).ne')
  refine ⟨expect H v / expect S v, v, hne v hv,
    (div_mul_cancel₀ _ (expect_pos hS (hne v hv)).ne').symm, fun w => ?_⟩
  by_cases hw : w = 0
  · simp [hw, expect]
  -- rescale `w` to the unit sphere; the quotient does not change
  have hn : ‖w‖ ≠ 0 := norm_ne_zero_iff.2 hw
  have hs : ‖w‖⁻¹ • w ∈ Metric.sphere (0 : n → ℂ) 1 := by
    rw [mem_sphere_zero_iff_norm, norm_smul, norm_inv, norm_norm, inv_mul_cancel₀ hn]
  have h : expect H v / expect S v ≤ expect H (‖w‖⁻¹ • w) / expect S (‖w‖⁻¹ • w) := hmin hs
  rw [expect_smul, expect_smul, mul_div_mul_left _ _ (pow_ne_zero 2 (inv_ne_zero hn))] at h
  exact (le_div_iff₀ (expect_pos hS hw)).1 h
```

From here on the basis has at least one element. The quotient $\langle H\rangle_v/\langle S\rangle_v$ is continuous on the compact unit sphere, so it has a minimum $\mu$ there. Any $w\ne0$ can be rescaled to the sphere; both forms acquire the same factor $\|w\|^{-2}$, so the quotient is unchanged and $\mu\langle S\rangle_w\le\langle H\rangle_w$. For $w=0$ both sides vanish. Lean's norm here is the largest $|v_i|$, which serves equally well.

```lean
/-- For Hermitian `H` and positive definite `S`, the ground energy `E` is the least generalized
eigenvalue, and it bounds `⟨H⟩` from below by `E⟨S⟩` for every vector. -/
theorem groundEnergy_spec {H S : Matrix n n ℂ} (hH : H.IsHermitian) (hS : S.PosDef) :
    IsLeast (genEnergies H S) (groundEnergy H S) ∧
      ∀ w, groundEnergy H S * expect S w ≤ expect H w := by
  obtain ⟨μ, v, hv, he, hb⟩ := exists_rayleigh_min H hS
  have hl : IsLeast (genEnergies H S) μ := by
    refine ⟨⟨v, hv, eigen_of_touching hH hS.isHermitian hb he⟩, ?_⟩
    rintro E ⟨w, hw, h⟩
    have h2 := hb w
    rw [expect_of_eigen h] at h2
    exact le_of_mul_le_mul_right h2 (expect_pos hS hw)
  have hg : groundEnergy H S = μ := hl.csInf_eq
  rw [hg]
  exact ⟨hl, hb⟩
```

The minimiser is an eigenvector with eigenvalue $\mu$, by `eigen_of_touching`. If $Hw=ESw$ with $w\ne0$, then
$$\mu\langle S\rangle_w\le\langle H\rangle_w=E\langle S\rangle_w,$$
and dividing by $\langle S\rangle_w>0$ gives $\mu\le E$. Thus $\mu$ is the least eigenvalue, which `IsLeast` records, and equals the infimum.

```lean
/-- For Hermitian `H` and positive definite `S`, a number `m` lies at or below the ground energy
exactly when `m⟨S⟩ ≤ ⟨H⟩` for all vectors. -/
theorem le_groundEnergy_iff {H S : Matrix n n ℂ} (hH : H.IsHermitian) (hS : S.PosDef) (m : ℝ) :
    m ≤ groundEnergy H S ↔ ∀ w, m * expect S w ≤ expect H w := by
  obtain ⟨⟨⟨v, hv, he⟩, -⟩, hb⟩ := groundEnergy_spec hH hS
  constructor
  · intro h w
    by_cases hw : w = 0
    · simp [hw, expect]
    · exact (mul_le_mul_of_nonneg_right h (expect_pos hS hw).le).trans (hb w)
  · intro h
    have h2 := h v
    rw [expect_of_eigen he] at h2
    exact le_of_mul_le_mul_right h2 (expect_pos hS hv)
```

This turns an eigenvalue bound into a condition linear in the matrices: $m\le\varepsilon(H,S)$ exactly when $m\langle S\rangle_w\le\langle H\rangle_w$ for all $w$. Forwards, multiply by $\langle S\rangle_w\ge0$ and use the variational bound. Backwards, insert a ground eigenvector and divide.

## The bound and its equality case

```lean
variable {H0 H1 S0 S1 : Matrix n n ℂ} {t : ℝ}

/-- Along a straight path of Hamiltonian and overlap matrices, the lowest generalized
eigenvalue is at least the smaller of its two endpoint values. -/
theorem min_le_groundEnergy_path (hH0 : H0.IsHermitian) (hH1 : H1.IsHermitian)
    (hS0 : S0.PosDef) (hS1 : S1.PosDef) (h0 : 0 ≤ t) (h1 : t ≤ 1) :
    min (groundEnergy H0 S0) (groundEnergy H1 S1) ≤
      groundEnergy (path H0 H1 t) (path S0 S1 t) := by
  rw [le_groundEnergy_iff (path_isHermitian hH0 hH1 t) (path_posDef hS0 hS1 h0 h1)]
  intro w
  -- the smaller endpoint energy is a lower bound for both pairs; mix the two bounds
  have a := (le_groundEnergy_iff hH0 hS0 _).1 (min_le_left _ (groundEnergy H1 S1)) w
  have b := (le_groundEnergy_iff hH1 hS1 _).1 (min_le_right (groundEnergy H0 S0) _) w
  rw [expect_path, expect_path]
  have a' := mul_le_mul_of_nonneg_left a (sub_nonneg.2 h1)
  have b' := mul_le_mul_of_nonneg_left b h0
  linarith
```

Let $H_t,S_t$ be the mixed matrices and $m=\min(\varepsilon(H_0,S_0),\varepsilon(H_1,S_1))$. Since $m$ lies at or below both endpoint energies, both brackets below are non-negative:
$$\langle H_t\rangle_w-m\langle S_t\rangle_w=(1-t)\bigl[\langle H_0\rangle_w-m\langle S_0\rangle_w\bigr]+t\bigl[\langle H_1\rangle_w-m\langle S_1\rangle_w\bigr]\ge0.$$
The criterion gives $m\le\varepsilon(H_t,S_t)$. In Lean, `a` and `b` are the endpoint bounds, `a'` and `b'` their weighted versions, and `linarith` adds them.

With one basis function, the matrices are numbers $h_i$ and $s_i>0$, and the energy is
$$\frac{(1-t)h_0+th_1}{(1-t)s_0+ts_1},$$
an average of $h_0/s_0$ and $h_1/s_1$ with weights proportional to $(1-t)s_0$ and $ts_1$.

```lean
/-- Strictly inside the path, the bound is an equality exactly when both pairs share an
eigenvector whose eigenvalue is the smaller endpoint energy. -/
theorem groundEnergy_path_eq_min_iff (hH0 : H0.IsHermitian) (hH1 : H1.IsHermitian)
    (hS0 : S0.PosDef) (hS1 : S1.PosDef) (h0 : 0 < t) (h1 : t < 1) :
    groundEnergy (path H0 H1 t) (path S0 S1 t) = min (groundEnergy H0 S0) (groundEnergy H1 S1) ↔
      ∃ v : n → ℂ, v ≠ 0 ∧
        H0 *ᵥ v = min (groundEnergy H0 S0) (groundEnergy H1 S1) • (S0 *ᵥ v) ∧
        H1 *ᵥ v = min (groundEnergy H0 S0) (groundEnergy H1 S1) • (S1 *ᵥ v) := by
  have hle := min_le_groundEnergy_path hH0 hH1 hS0 hS1 h0.le h1.le
  have b0 := (le_groundEnergy_iff hH0 hS0 _).1 (min_le_left _ (groundEnergy H1 S1))
  have b1 := (le_groundEnergy_iff hH1 hS1 _).1 (min_le_right (groundEnergy H0 S0) _)
  have hspec := (groundEnergy_spec (path_isHermitian hH0 hH1 t)
    (path_posDef hS0 hS1 h0.le h1.le)).1
  generalize min (groundEnergy H0 S0) (groundEnergy H1 S1) = m at *
  constructor
  · intro h
    obtain ⟨v, hv, e⟩ := hspec.1
    rw [h] at e
    have q := expect_of_eigen e
    rw [expect_path, expect_path] at q
    -- two nonnegative excesses with positive weights add up to zero
    have p0 := mul_nonneg (sub_pos.2 h1).le (sub_nonneg.2 (b0 v))
    have p1 := mul_nonneg h0.le (sub_nonneg.2 (b1 v))
    have z0 : (1 - t) * (expect H0 v - m * expect S0 v) = 0 := by linarith
    have z1 : t * (expect H1 v - m * expect S1 v) = 0 := by linarith
    have y0 := (mul_eq_zero.1 z0).resolve_left (sub_pos.2 h1).ne'
    have y1 := (mul_eq_zero.1 z1).resolve_left h0.ne'
    exact ⟨v, hv, eigen_of_touching hH0 hS0.isHermitian b0 (sub_eq_zero.1 y0),
      eigen_of_touching hH1 hS1.isHermitian b1 (sub_eq_zero.1 y1)⟩
  · rintro ⟨v, hv, e0, e1⟩
    refine le_antisymm (hspec.2 ⟨v, hv, ?_⟩) hle
    simp only [path, Matrix.add_mulVec, Matrix.smul_mulVec, e0, e1]
    module
```

Let $0<t<1$. If the bound is an equality, take a ground eigenvector $v$ of the mixed pair. The two non-negative terms above then sum to zero at $w=v$. Their weights are positive, so both brackets vanish, and `eigen_of_touching` gives $H_0v=mS_0v$ and $H_1v=mS_1v$. Conversely, mixing these equations gives $H_tv=mS_tv$, so $\varepsilon(H_t,S_t)\le m$; the previous theorem gives the reverse inequality.

```lean
/-- If the endpoint energies differ, the ground energy strictly inside the path lies strictly
above the smaller one. -/
theorem min_lt_groundEnergy_path (hH0 : H0.IsHermitian) (hH1 : H1.IsHermitian)
    (hS0 : S0.PosDef) (hS1 : S1.PosDef) (h0 : 0 < t) (h1 : t < 1)
    (hne : groundEnergy H0 S0 ≠ groundEnergy H1 S1) :
    min (groundEnergy H0 S0) (groundEnergy H1 S1) <
      groundEnergy (path H0 H1 t) (path S0 S1 t) := by
  refine lt_of_le_of_ne (min_le_groundEnergy_path hH0 hH1 hS0 hS1 h0.le h1.le) fun h => hne ?_
  obtain ⟨v, hv, e0, e1⟩ := (groundEnergy_path_eq_min_iff hH0 hH1 hS0 hS1 h0 h1).1 h.symm
  have a := (groundEnergy_spec hH0 hS0).1.2 ⟨v, hv, e0⟩
  have b := (groundEnergy_spec hH1 hS1).1.2 ⟨v, hv, e1⟩
  exact le_antisymm (a.trans (min_le_right _ _)) (b.trans (min_le_left _ _))
```

If the endpoint energies differ, the inequality is strict inside the path. Equality would supply a shared eigenvector at energy $m$, forcing both endpoint energies to be at most $m$, and hence equal.

## Concavity holds for a fixed overlap and can fail for a varying one

```lean
/-- With a fixed overlap matrix, the ground energy is concave along the path of Hamiltonians. -/
theorem groundEnergy_concave_fixed_overlap (hH0 : H0.IsHermitian) (hH1 : H1.IsHermitian)
    (hS0 : S0.PosDef) (h0 : 0 ≤ t) (h1 : t ≤ 1) :
    (1 - t) * groundEnergy H0 S0 + t * groundEnergy H1 S0 ≤ groundEnergy (path H0 H1 t) S0 := by
  rw [le_groundEnergy_iff (path_isHermitian hH0 hH1 t) hS0]
  intro w
  rw [expect_path]
  have a := mul_le_mul_of_nonneg_left ((groundEnergy_spec hH0 hS0).2 w) (sub_nonneg.2 h1)
  have b := mul_le_mul_of_nonneg_left ((groundEnergy_spec hH1 hS0).2 w) h0
  linarith
```

With $S_0$ fixed, weight the two variational bounds by $1-t$ and $t$ and add:
$$\bigl[(1-t)\varepsilon(H_0,S_0)+t\varepsilon(H_1,S_0)\bigr]\langle S_0\rangle_w\le\langle H_t\rangle_w.$$
The criterion turns this into concavity. The endpoints are arbitrary Hermitian matrices, so the inequality covers every segment of the path.

```lean
lemma groundEnergy_scalar [DecidableEq n] (a : ℝ) {b : ℝ} (hb : 0 < b) :
    groundEnergy (a • (1 : Matrix n n ℂ)) (b • (1 : Matrix n n ℂ)) = a / b := by
  refine IsLeast.csInf_eq ⟨⟨1, one_ne_zero, ?_⟩, ?_⟩
  · rw [Matrix.smul_mulVec, Matrix.smul_mulVec, Matrix.one_mulVec, smul_smul,
      div_mul_cancel₀ _ hb.ne']
  · rintro E ⟨v, hv, h⟩
    rw [Matrix.smul_mulVec, Matrix.smul_mulVec, Matrix.one_mulVec, smul_smul] at h
    have h2 : a = E * b := smul_left_injective ℝ hv h
    exact (div_le_iff₀ hb).2 h2.le
```

For $H=a\mathbf 1$ and $S=b\mathbf 1$ with $b>0$, the eigenvalue equation reads $av=Ebv$, so the only energy is $a/b$.

```lean
/-- With a varying overlap matrix concavity can fail: from the pair `(0, 2)` to the pair `(1, 1)`
(multiples of the identity), the midpoint energy lies below the mean of the endpoint energies. -/
theorem concavity_fails_varying_overlap [DecidableEq n] :
    groundEnergy (path 0 (1 : Matrix n n ℂ) (1 / 2))
        (path ((2 : ℝ) • (1 : Matrix n n ℂ)) 1 (1 / 2)) <
      (groundEnergy 0 ((2 : ℝ) • (1 : Matrix n n ℂ)) + groundEnergy (1 : Matrix n n ℂ) 1) / 2 := by
  have e1 : path 0 (1 : Matrix n n ℂ) (1 / 2) = (1 / 2 : ℝ) • (1 : Matrix n n ℂ) := by
    rw [path, smul_zero, zero_add]
  have e2 : path ((2 : ℝ) • (1 : Matrix n n ℂ)) 1 (1 / 2) = (3 / 2 : ℝ) • (1 : Matrix n n ℂ) := by
    rw [path, smul_smul, ← add_smul]
    norm_num
  have g0 := groundEnergy_scalar (n := n) 0 (b := 2) (by norm_num)
  have g1 := groundEnergy_scalar (n := n) 1 (b := 1) (by norm_num)
  rw [zero_smul] at g0
  rw [one_smul] at g1
  rw [e1, e2, g0, g1, groundEnergy_scalar _ (by norm_num)]
  norm_num

end

end GeneralizedGroundEnergy
```

Take $(H_0,S_0)=(0,2\cdot\mathbf 1)$ and $(H_1,S_1)=(\mathbf 1,\mathbf 1)$. The overlap $2\cdot\mathbf 1$ describes orthogonal basis functions of squared norm $2$, so the basis is not normalised there. The endpoint energies are $0$ and $1$, with mean $1/2$. The midpoint pair is $(\tfrac12\mathbf 1,\tfrac32\mathbf 1)$, with energy $1/3$. These endpoints therefore violate concavity at every non-zero size, while the bound by the smaller endpoint, here $0$, still holds.

```lean
#print axioms GeneralizedGroundEnergy.min_le_groundEnergy_path
-- 'GeneralizedGroundEnergy.min_le_groundEnergy_path' depends on axioms: [propext, Classical.choice, Quot.sound]
#print axioms GeneralizedGroundEnergy.min_lt_groundEnergy_path
-- 'GeneralizedGroundEnergy.min_lt_groundEnergy_path' depends on axioms: [propext, Classical.choice, Quot.sound]
#print axioms GeneralizedGroundEnergy.groundEnergy_concave_fixed_overlap
-- 'GeneralizedGroundEnergy.groundEnergy_concave_fixed_overlap' depends on axioms: [propext, Classical.choice, Quot.sound]
#print axioms GeneralizedGroundEnergy.concavity_fails_varying_overlap
-- 'GeneralizedGroundEnergy.concavity_fails_varying_overlap' depends on axioms: [propext, Classical.choice, Quot.sound]
```
